# Rabi's formula for two coupled states with constant energies and coupling

Two orthonormal basis states, labelled 0 and 1, have energies d and −d with d real, and are coupled by a complex number V. Units are chosen so that ħ = 1, and V̄ is the complex conjugate of V. The Hamiltonian H and the frequency W are

    H = ⎛ d    V ⎞
        ⎝ V̄   −d ⎠

    W = √(d² + |V|²)

A real coupling is the case V̄ = V. The labels 0 and 1 follow Lean, which counts matrix rows and columns from zero.

```lean
import Mathlib

open Matrix ComplexConjugate

namespace TwoStateRabi

noncomputable section

variable {n : Type*} [Fintype n] [DecidableEq n]
```

The file loads Mathlib, Lean's mathematical library. The symbol `n` stands for any finite set of basis labels, because two of the theorems below hold for more than two states. The two-state case uses `Fin 2`, the set {0, 1}.

## The Hamiltonian, the frequency and U(t)

```lean
/-- The two-state Hamiltonian with diagonal energies `d`, `-d` and complex coupling `V`. -/
def twoState (d : ℝ) (V : ℂ) : Matrix (Fin 2) (Fin 2) ℂ :=
  !![(d : ℂ), V; conj V, -(d : ℂ)]
```

This is the matrix H above, written row by row. The type of `d` is `ℝ` and that of `V` is `ℂ`, so the energies are real by construction. The notation `(d : ℂ)` reads the real number d as a complex one.

```lean
/-- The frequency `W = √(d² + |V|²)`, in units with `ħ = 1`. -/
def rabiFreq (d : ℝ) (V : ℂ) : ℝ := √(d ^ 2 + ‖V‖ ^ 2)
```

`rabiFreq d V` is W, and `‖V‖` is the modulus |V|. The eigenvalues of H are W and −W, so the level splitting is 2W. Populations contain sin²(Wt) and therefore oscillate at the angular frequency 2W, which many texts call the generalised Rabi frequency.

```lean
/-- The matrix `U(t) = cos(W t) 1 - i (sin(W t) / W) H`, meant for `W ≠ 0`. -/
def propagator (H : Matrix n n ℂ) (W t : ℝ) : Matrix n n ℂ :=
  ((Real.cos (W * t) : ℝ) : ℂ) • (1 : Matrix n n ℂ)
    - (Complex.I * ((Real.sin (W * t) / W : ℝ) : ℂ)) • H
```

For a square matrix H, a real number W and a time t, this defines

    U(t) = cos(Wt) 1 − i (sin(Wt)/W) H

The sign `•` multiplies a matrix by a number. Nothing in the definition says that U describes time evolution; that is proved below.

## H is Hermitian and squares to W²

```lean
/-- The square of the frequency is `d² + |V|²`. -/
theorem rabiFreq_sq (d : ℝ) (V : ℂ) : rabiFreq d V ^ 2 = d ^ 2 + ‖V‖ ^ 2 :=
  Real.sq_sqrt (by positivity)
```

Squaring the square root gives W² = d² + |V|², since the sum under the root is not negative.

```lean
/-- The two-state Hamiltonian is Hermitian. -/
theorem twoState_isHermitian (d : ℝ) (V : ℂ) : (twoState d V).IsHermitian := by
  refine Matrix.IsHermitian.ext fun i j => ?_
  fin_cases i <;> fin_cases j <;> simp [twoState]
```

H equals its conjugate transpose. The command `fin_cases` splits the claim into the four matrix entries, and `simp` settles each one.

```lean
/-- The two-state Hamiltonian squares to `W²` times the identity. -/
theorem twoState_sq (d : ℝ) (V : ℂ) :
    twoState d V * twoState d V = ((rabiFreq d V : ℂ) ^ 2) • (1 : Matrix (Fin 2) (Fin 2) ℂ) := by
  have key : ∀ a b c : ℂ, !![a, b; c, -a] * !![a, b; c, -a]
      = (a * a + b * c) • (1 : Matrix (Fin 2) (Fin 2) ℂ) := by
    intro a b c
    ext i j
    fin_cases i <;> fin_cases j <;> simp [Matrix.mul_apply, Fin.sum_univ_succ] <;> ring
  have hW : (d : ℂ) * d + V * conj V = (rabiFreq d V : ℂ) ^ 2 := by
    rw [Complex.mul_conj, Complex.normSq_eq_norm_sq, ← Complex.ofReal_pow, rabiFreq_sq,
      Complex.ofReal_add, Complex.ofReal_pow d]
    ring
  rw [twoState, key, hW]
```

The theorem says H² = W² 1. By hand, take any matrix with rows (a, b) and (c, −a). The diagonal entries of its square are both a² + bc, and the off-diagonal ones are ab − ba = 0 and ca − ac = 0. With a = d, b = V and c = V̄,

    a² + bc = d² + V V̄ = d² + |V|² = W²

In Lean, `key` is the statement about a, b and c, and `hW` is the last line of algebra.

```lean
/-- The Hamiltonian with `d = 3` and `V = 4` is Hermitian and squares to `5²` times the
identity. -/
theorem twoState_sq_witness : (twoState 3 4).IsHermitian ∧
    twoState 3 4 * twoState 3 4 = (((5 : ℝ) : ℂ) ^ 2) • (1 : Matrix (Fin 2) (Fin 2) ℂ) := by
  have h5 : rabiFreq 3 4 = 5 := by
    rw [rabiFreq, show (3 : ℝ) ^ 2 + ‖(4 : ℂ)‖ ^ 2 = 5 ^ 2 by norm_num]
    exact Real.sqrt_sq (by norm_num)
  have h := twoState_sq 3 4
  rw [h5] at h
  exact ⟨twoState_isHermitian 3 4, h⟩
```

With d = 3 and V = 4 the frequency is √(9 + 16) = 5. This is a concrete matrix that satisfies the assumptions of the next two theorems.

## The Schrödinger equation and unitarity

```lean
/-- If `H² = W² 1` with `W ≠ 0`, then `U(t)` solves the Schrödinger equation
`U' = -i H U`, entry by entry. -/
theorem propagator_schrodinger {H : Matrix n n ℂ} {W : ℝ} (hW : W ≠ 0)
    (hsq : H * H = ((W : ℂ) ^ 2) • (1 : Matrix n n ℂ)) (t : ℝ) (i j : n) :
    HasDerivAt (fun τ => propagator H W τ i j)
      (-Complex.I * (H * propagator H W t) i j) t := by
  have hl : HasDerivAt (fun τ : ℝ => W * τ) W t := by
    simpa using (hasDerivAt_id t).const_mul W
  have hs : HasDerivAt (fun τ : ℝ => Real.sin (W * τ) / W) (Real.cos (W * t)) t :=
    (hl.sin.div_const W).congr_deriv (mul_div_cancel_right₀ _ hW)
  have h : HasDerivAt (fun τ => propagator H W τ i j) _ t :=
    (hl.cos.ofReal_comp.mul_const ((1 : Matrix n n ℂ) i j)).fun_sub
      ((hs.ofReal_comp.const_mul Complex.I).mul_const (H i j))
  -- the relation `H² = W² 1` turns `H U` back into a combination of `1` and `H`
  have hHU : H * propagator H W t = ((Real.cos (W * t) : ℝ) : ℂ) • H
      - (Complex.I * ((Real.sin (W * t) / W : ℝ) : ℂ) * (W : ℂ) ^ 2) • (1 : Matrix n n ℂ) := by
    rw [propagator, mul_sub, Matrix.mul_smul, Matrix.mul_smul, mul_one, hsq, smul_smul]
  have hS : ((Real.sin (W * t) / W : ℝ) : ℂ) * (W : ℂ) = ((Real.sin (W * t) : ℝ) : ℂ) := by
    rw [← Complex.ofReal_mul, div_mul_cancel₀ _ hW]
  refine h.congr_deriv ?_
  rw [hHU]
  simp only [Matrix.sub_apply, Matrix.smul_apply, smul_eq_mul, Complex.ofReal_mul,
    Complex.ofReal_neg]
  generalize ((Real.sin (W * t) / W : ℝ) : ℂ) = S at hS ⊢
  linear_combination (W : ℂ) * (1 : Matrix n n ℂ) i j * hS
    - S * (W : ℂ) ^ 2 * (1 : Matrix n n ℂ) i j * Complex.I_sq
```

Here H is any finite square matrix with H² = W² 1 and W ≠ 0; it need not be Hermitian. The conclusion is U′ = −i H U, which is the same as i U′ = H U. `HasDerivAt f f' t` says that the function f has the derivative f′ at t, and the theorem states this for every entry (i, j) of U.

To derive it, write c = cos(Wt) and s = sin(Wt)/W, so that U = c 1 − i s H. Then

    c′ = −W sin(Wt) = −W² s
    s′ = cos(Wt) = c

and therefore

    U′ = −W² s 1 − i c H

On the other side, H² = W² 1 gives

    −i H U = −i c H − s H² = −i c H − W² s 1

The two agree.

The proof takes the same route. `hs` is the derivative of s, `h` is the derivative of an entry of U, and `hHU` is the product H U after H² has been replaced. `hS` records s W = sin(Wt). The final `linear_combination` checks that the two expressions for the derivative agree, given `hS` and i² = −1.

```lean
/-- If `H` is Hermitian and `H² = W² 1` with `W ≠ 0`, then `U(t)` is unitary. -/
theorem propagator_unitary {H : Matrix n n ℂ} {W : ℝ} (hW : W ≠ 0) (hH : H.IsHermitian)
    (hsq : H * H = ((W : ℂ) ^ 2) • (1 : Matrix n n ℂ)) (t : ℝ) :
    propagator H W t ∈ Matrix.unitaryGroup n ℂ := by
  have hcs : Real.cos (W * t) ^ 2 + (Real.sin (W * t) / W) ^ 2 * W ^ 2 = 1 := by
    rw [div_pow, div_mul_cancel₀ _ (pow_ne_zero 2 hW)]
    exact Real.cos_sq_add_sin_sq _
  rw [Matrix.mem_unitaryGroup_iff, Matrix.star_eq_conjTranspose, propagator]
  generalize Real.cos (W * t) = c at hcs ⊢
  generalize Real.sin (W * t) / W = s at hcs ⊢
  have hC : (c : ℂ) ^ 2 + (s : ℂ) ^ 2 * (W : ℂ) ^ 2 = 1 := by exact_mod_cast hcs
  have h1 : star (c : ℂ) = c := Complex.conj_ofReal c
  have h2 : star (Complex.I * (s : ℂ)) = -(Complex.I * s) := by
    change conj (Complex.I * (s : ℂ)) = _
    rw [map_mul, Complex.conj_I, Complex.conj_ofReal, neg_mul]
  rw [Matrix.conjTranspose_sub, Matrix.conjTranspose_smul, Matrix.conjTranspose_smul,
    Matrix.conjTranspose_one, hH.eq, h1, h2]
  -- the terms linear in `H` cancel
  have hprod : ((c : ℂ) • (1 : Matrix n n ℂ) - (Complex.I * (s : ℂ)) • H)
      * ((c : ℂ) • (1 : Matrix n n ℂ) - (-(Complex.I * (s : ℂ))) • H)
      = ((c : ℂ) * c) • (1 : Matrix n n ℂ)
        - (Complex.I * (s : ℂ) * (Complex.I * s)) • (H * H) := by
    simp only [sub_mul, mul_sub, Matrix.smul_mul, Matrix.mul_smul, one_mul, mul_one]
    module
  have hcoef : (c : ℂ) * c - Complex.I * (s : ℂ) * (Complex.I * s) * (W : ℂ) ^ 2 = 1 := by
    linear_combination hC - (s : ℂ) ^ 2 * (W : ℂ) ^ 2 * Complex.I_sq
  rw [hprod, hsq, smul_smul, ← sub_smul, hcoef, one_smul]
```

If H is also Hermitian, U(t) belongs to `Matrix.unitaryGroup`, the set of unitary matrices. With the same c and s, both real, the adjoint is U† = c 1 + i s H, and

    U U† = (c 1 − i s H)(c 1 + i s H)
         = c² 1 + s² H²
         = (c² + s² W²) 1
         = (cos²(Wt) + sin²(Wt)) 1
         = 1

The terms linear in H cancel. For finite square matrices U U† = 1 is enough for unitarity.

In the code, `hcs` is the identity c² + s² W² = 1. The `generalize` lines then replace the trigonometric expressions by the letters `c` and `s`, `hprod` multiplies out the product, and `hcoef` shows that the remaining coefficient is 1.

## Populations of the two states

```lean
/-- For `W > 0`, a system started in state 0 is found in state 1 with probability
`(|V|²/W²) sin²(W t)` and in state 0 with probability `(d² + |V|² cos²(W t))/W²`. -/
theorem populations {d : ℝ} {V : ℂ} (hW : 0 < rabiFreq d V) (t : ℝ) :
    ‖propagator (twoState d V) (rabiFreq d V) t 1 0‖ ^ 2
      = ‖V‖ ^ 2 / rabiFreq d V ^ 2 * Real.sin (rabiFreq d V * t) ^ 2 ∧
    ‖propagator (twoState d V) (rabiFreq d V) t 0 0‖ ^ 2
      = (d ^ 2 + ‖V‖ ^ 2 * Real.cos (rabiFreq d V * t) ^ 2) / rabiFreq d V ^ 2 := by
  have hsq := rabiFreq_sq d V
  have h10 : twoState d V 1 0 = conj V := rfl
  have h00 : twoState d V 0 0 = (d : ℂ) := rfl
  generalize rabiFreq d V = W at hW hsq ⊢
  constructor
  · have hU : propagator (twoState d V) W t 1 0
        = -(Complex.I * ((Real.sin (W * t) / W : ℝ) : ℂ) * conj V) := by
      rw [propagator, Matrix.sub_apply, Matrix.smul_apply, Matrix.smul_apply,
        Matrix.one_apply_ne (by decide), h10, smul_zero, zero_sub, smul_eq_mul]
    rw [hU, norm_neg, norm_mul, norm_mul, Complex.norm_I, Complex.norm_real, one_mul,
      RCLike.norm_conj, Real.norm_eq_abs, mul_pow, sq_abs, div_pow]
    ring
  · have hU : propagator (twoState d V) W t 0 0 = ((Real.cos (W * t) : ℝ) : ℂ)
        + ((-(Real.sin (W * t) / W * d) : ℝ) : ℂ) * Complex.I := by
      simp only [propagator, Matrix.sub_apply, Matrix.smul_apply, Matrix.one_apply_eq, h00,
        smul_eq_mul, Complex.ofReal_neg, Complex.ofReal_mul]
      ring
    have hS : Real.sin (W * t) / W * W = Real.sin (W * t) := div_mul_cancel₀ _ hW.ne'
    rw [hU, ← Complex.normSq_eq_norm_sq, Complex.normSq_add_mul_I,
      eq_div_iff (pow_ne_zero 2 hW.ne')]
    generalize Real.sin (W * t) / W = S at hS ⊢
    linear_combination Real.cos (W * t) ^ 2 * hsq + d ^ 2 * (S * W + Real.sin (W * t)) * hS
      + d ^ 2 * Real.sin_sq_add_cos_sq (W * t)
```

The column index of U is the initial state and the row index the final one. So `propagator … t 1 0` is the amplitude U₁₀ for a system that starts in state 0 to be found in state 1, and U₀₀ is the amplitude for finding it still in state 0. The assumption W > 0 means that d and V are not both zero. At W = 0 Lean's convention x/0 = 0 would turn the survival formula into 0, although U is then the identity.

The identity matrix contributes nothing to the off-diagonal entry, so

    U₁₀ = −i (sin(Wt)/W) V̄
    |U₁₀|² = (|V|²/W²) sin²(Wt)

The diagonal entry has real part cos(Wt) and imaginary part −d sin(Wt)/W:

    |U₀₀|² = cos²(Wt) + d² sin²(Wt)/W²
           = (W² cos²(Wt) + d² sin²(Wt))/W²
           = (d² + |V|² cos²(Wt))/W²

The last line uses W² = d² + |V|² and cos² + sin² = 1.

Lean proves the two formulas one after the other. In each half `hU` is the matrix entry, and the rest computes its squared modulus. The closing `linear_combination` of the second half uses the same two identities, together with the relation between sin(Wt)/W and sin(Wt).

```lean
/-- Rabi's formula. For `W > 0` the matrix `U(t)` starts at the identity, is unitary, solves
`U' = -i H U`, and gives the transfer and survival probabilities of a system started in state 0. -/
theorem rabi_formula {d : ℝ} {V : ℂ} (hW : 0 < rabiFreq d V) :
    let W := rabiFreq d V
    let H := twoState d V
    let U := propagator H W
    U 0 = 1 ∧ (∀ t, U t ∈ Matrix.unitaryGroup (Fin 2) ℂ) ∧
    (∀ t i j, HasDerivAt (fun τ => U τ i j) (-Complex.I * (H * U t) i j) t) ∧
    (∀ t, ‖U t 1 0‖ ^ 2 = ‖V‖ ^ 2 / W ^ 2 * Real.sin (W * t) ^ 2) ∧
    (∀ t, ‖U t 0 0‖ ^ 2 = (d ^ 2 + ‖V‖ ^ 2 * Real.cos (W * t) ^ 2) / W ^ 2) := by
  intro W H U
  refine ⟨?_, ?_, ?_, fun t => (populations hW t).1, fun t => (populations hW t).2⟩
  · simp [U, propagator]
  · exact propagator_unitary hW.ne' (twoState_isHermitian d V) (twoState_sq d V)
  · exact propagator_schrodinger hW.ne' (twoState_sq d V)
```

The main theorem collects the results for the two-state H. The `let` lines introduce the short names W, H and U. For W > 0 the five statements, joined by `∧` ("and"), are:

- U(0) = 1;
- U(t) is unitary at every time t;
- U′ = −i H U, entry by entry, at every time t;
- |U₁₀|² = (|V|²/W²) sin²(Wt);
- |U₀₀|² = (d² + |V|² cos²(Wt))/W².

The first holds because cos 0 = 1 and sin 0 = 0. The others apply the earlier theorems to this H, with `twoState_isHermitian` and `twoState_sq` supplying their assumptions. That U is the only solution with U(0) = 1 is a standard fact about linear differential equations. The file does not prove it, but reading the last two formulas as the probabilities for a system that obeys the Schrödinger equation relies on it.

For two orthonormal electronic states that couple to no others, and whose energies E₀ and E₁ and coupling V stay fixed in time, the formula with d = (E₀ − E₁)/2 gives the coherent population transfer and a closed expression to compare a numerical propagation with. The mean energy (E₀ + E₁)/2 only multiplies U by a phase factor, which leaves the populations unchanged. The formula does not describe a Landau–Zener sweep, in which d changes with time, nor dephasing or decay.

## Complete transfer requires equal energies

```lean
/-- For nonzero coupling, the population is transferred completely at some time if and only if
the two diagonal energies coincide, `d = 0`. -/
theorem complete_transfer_iff {d : ℝ} {V : ℂ} (hV : V ≠ 0) :
    (∃ t, ‖propagator (twoState d V) (rabiFreq d V) t 1 0‖ ^ 2 = 1) ↔ d = 0 := by
  have hv : 0 < ‖V‖ := norm_pos_iff.mpr hV
  have hW : 0 < rabiFreq d V := Real.sqrt_pos.mpr (by positivity)
  have hsq := rabiFreq_sq d V
  constructor
  · rintro ⟨t, ht⟩
    rw [(populations hW t).1, div_mul_eq_mul_div, div_eq_one_iff_eq (pow_ne_zero 2 hW.ne'),
      hsq] at ht
    -- `sin² ≤ 1` leaves no room for a detuning
    have hle := mul_le_mul_of_nonneg_left (Real.sin_sq_le_one (rabiFreq d V * t)) (sq_nonneg ‖V‖)
    have hd : d ^ 2 = 0 := le_antisymm (by linarith) (sq_nonneg d)
    exact pow_eq_zero_iff (two_ne_zero) |>.mp hd
  · intro hd
    refine ⟨Real.pi / 2 / rabiFreq d V, ?_⟩
    have hV2 : ‖V‖ ^ 2 = rabiFreq d V ^ 2 := by rw [hsq, hd]; ring
    rw [(populations hW _).1, mul_div_cancel₀ _ hW.ne', Real.sin_pi_div_two, hV2,
      div_self (pow_ne_zero 2 hW.ne')]
    norm_num

end

end TwoStateRabi
```

For V ≠ 0, there is a time t with |U₁₀|² = 1 if and only if d = 0. The sign `∃` means "there exists", and `↔` means "if and only if". The assumption W > 0 is not needed separately, since V ≠ 0 implies it.

Suppose first that the transfer is complete at some t. Then

    |V|² sin²(Wt) = W² = d² + |V|²

The left side is at most |V|², so d² ≤ 0 and hence d = 0. In Lean, `hle` is the bound from sin² ≤ 1, and `linarith` combines it with the equation.

Conversely, let d = 0. Then W² = |V|², and at the time

    t = π/(2W)

the sine equals 1, so |U₁₀|² = |V|²/W² = 1. The proof hands Lean this time explicitly, written as `Real.pi / 2 / rabiFreq d V`.

With d ≠ 0 the transferred population never exceeds |V|²/W², which is less than 1.

```lean
#print axioms TwoStateRabi.rabi_formula
#print axioms TwoStateRabi.complete_transfer_iff
```

```
'TwoStateRabi.rabi_formula' depends on axioms: [propext, Classical.choice, Quot.sound]
'TwoStateRabi.complete_transfer_iff' depends on axioms: [propext, Classical.choice, Quot.sound]
```
